# Before convergence, conjugate-gradient iterates started from zero strictly grow in norm when A is symmetric positive definite

Take A = diag(1, 2) and b = (1, 1), and solve A x = b by conjugate gradients from x_0 = 0. The first residual and the first search direction are both b, so r_0 = p_0 = (1, 1). The step length 2/3 gives

x_1 = (2/3, 2/3), r_1 = (1/3, −1/3).

The new residual is orthogonal to p_0. The new direction adds to it a multiple of the old one, with coefficient ‖r_1‖²/‖r_0‖² = 1/9:

p_1 = r_1 + (1/9) p_0 = (4/9, −2/9), ⟨p_0, p_1⟩ = (1/9)‖p_0‖² = 2/9 > 0.

The overlap comes entirely from this momentum term. Since x_1 is a positive multiple of p_0, a forward step along p_1 leads away from the origin: x_2 = (1, 1/2), and the squared norms are 0, 8/9, 5/4. The same mechanism works for any number of steps, as long as the residuals that generate them are nonzero.

In trust-region optimisation, for instance of molecular geometries with overall translations and rotations removed, this supports stopping conjugate gradients at the trust radius, provided that the quadratic model has a positive definite Hessian and the arithmetic is exact.

## The operator and the iteration

```lean
import Mathlib

open scoped InnerProductSpace

namespace SteihaugMonotonicity

noncomputable section
```

The file loads Mathlib and opens the notation for inner products: `⟪u, v⟫_ℝ` is the real inner product ⟨u, v⟩.

```lean
/-- The data carried by conjugate gradients: iterate `x`, residual `r`, search direction `p`. -/
structure CGState (E : Type*) where
  x : E
  r : E
  p : E
```

A state of the algorithm consists of three vectors. If `s` is a state, then `s.x`, `s.r` and `s.p` are its iterate, residual and search direction.

```lean
variable {E : Type*} [NormedAddCommGroup E] [InnerProductSpace ℝ E]

/-- A real operator that is symmetric and positive definite. -/
structure IsSPD (A : E →ₗ[ℝ] E) : Prop where
  symm : ∀ u v, ⟪A u, v⟫_ℝ = ⟪u, A v⟫_ℝ
  pos : ∀ u, u ≠ 0 → 0 < ⟪u, A u⟫_ℝ
```

The space `E` is any real inner product space, of finite or infinite dimension, and `A` is a linear map defined on all of it. `IsSPD A` collects two conditions: ⟨A u, v⟩ = ⟨u, A v⟩ for all u and v, and ⟨u, A u⟩ > 0 for every u ≠ 0. For a Hessian, the second says that the energy curves upwards in every direction. Real symmetric positive definite matrices are the finite-dimensional case.

```lean
/-- The step length `⟨r, r⟩ / ⟨p, A p⟩`. -/
def stepLength (A : E →ₗ[ℝ] E) (s : CGState E) : ℝ :=
  ⟪s.r, s.r⟫_ℝ / ⟪s.p, A s.p⟫_ℝ
```

For the n-th state, this is the step length

α_n = ⟨r_n, r_n⟩ / ⟨p_n, A p_n⟩.

When A is symmetric positive definite, it minimises the quadratic energy ½⟨x, A x⟩ − ⟨b, x⟩ along the search direction.

```lean
/-- One conjugate-gradient update of iterate, residual and search direction. -/
def next (A : E →ₗ[ℝ] E) (s : CGState E) : CGState E :=
  let r' := s.r - stepLength A s • A s.p
  ⟨s.x + stepLength A s • s.p, r', r' + (⟪r', r'⟫_ℝ / ⟪s.r, s.r⟫_ℝ) • s.p⟩
```

One update reads

x_(n+1) = x_n + α_n p_n
r_(n+1) = r_n − α_n A p_n
p_(n+1) = r_(n+1) + β_n p_n, with β_n = ⟨r_(n+1), r_(n+1)⟩ / ⟨r_n, r_n⟩.

```lean
/-- Conjugate gradients for `A x = b`, started from `x = 0`. -/
def cg (A : E →ₗ[ℝ] E) (b : E) : ℕ → CGState E
  | 0 => ⟨0, b, b⟩
  | n + 1 => next A (cg A b n)
```

`cg A b n` is the state after n updates, starting from x_0 = 0 and r_0 = p_0 = b. Thus `(cg A b n).x` is x_n.

The definition could have allowed an arbitrary start x_0, with r_0 = b − A x_0. The differences x_n − x_0 would then follow the present iteration with r_0 in place of b, so the growing quantity would be the distance ‖x_n − x_0‖. The norm ‖x_n‖ itself could shrink.

## Orthogonality and positive step lengths

```lean
variable {A : E →ₗ[ℝ] E} {b : E}

/-- If `A` is symmetric positive definite and the earlier residuals are nonzero, then the current
residual is orthogonal to all earlier directions, its overlap with the current direction is its
squared norm, and all earlier step lengths are positive. -/
theorem residual_directions (hA : IsSPD A) {n : ℕ} (h : ∀ j < n, (cg A b j).r ≠ 0) :
    (∀ i < n, ⟪(cg A b i).p, (cg A b n).r⟫_ℝ = 0) ∧
    ⟪(cg A b n).r, (cg A b n).p⟫_ℝ = ⟪(cg A b n).r, (cg A b n).r⟫_ℝ ∧
    (∀ i < n, 0 < stepLength A (cg A b i)) := by
  have hr : ∀ m, (cg A b (m + 1)).r =
      (cg A b m).r - stepLength A (cg A b m) • A (cg A b m).p := fun _ => rfl
  -- the induction also carries conjugacy of the directions
  suffices H : (∀ i < n, ⟪(cg A b i).p, (cg A b n).r⟫_ℝ = 0) ∧
      ⟪(cg A b n).r, (cg A b n).p⟫_ℝ = ⟪(cg A b n).r, (cg A b n).r⟫_ℝ ∧
      (∀ i < n, 0 < stepLength A (cg A b i)) ∧
      (∀ i < n, ⟪A (cg A b i).p, (cg A b n).p⟫_ℝ = 0) from ⟨H.1, H.2.1, H.2.2.1⟩
  induction n with
  | zero =>
    exact ⟨fun i hi => absurd hi (Nat.not_lt_zero i), rfl,
      fun i hi => absurd hi (Nat.not_lt_zero i), fun i hi => absurd hi (Nat.not_lt_zero i)⟩
  | succ n ih =>
    obtain ⟨h1, h3, h4, h2⟩ := ih (fun j hj => h j (by omega))
    have hrn : 0 < ⟪(cg A b n).r, (cg A b n).r⟫_ℝ := by
      rw [real_inner_self_eq_norm_sq]
      exact pow_pos (norm_pos_iff.mpr (h n (by omega))) 2
    have hpn : (cg A b n).p ≠ 0 := by
      intro h0
      rw [h0, inner_zero_right] at h3
      linarith
    have hd := hA.pos _ hpn
    have ha : 0 < stepLength A (cg A b n) := div_pos hrn hd
    have had : stepLength A (cg A b n) * ⟪(cg A b n).p, A (cg A b n).p⟫_ℝ =
        ⟪(cg A b n).r, (cg A b n).r⟫_ℝ := div_mul_cancel₀ _ hd.ne'
    obtain ⟨β, hβ, hp⟩ : ∃ β : ℝ, β * ⟪(cg A b n).r, (cg A b n).r⟫_ℝ =
        ⟪(cg A b (n + 1)).r, (cg A b (n + 1)).r⟫_ℝ ∧
        (cg A b (n + 1)).p = (cg A b (n + 1)).r + β • (cg A b n).p :=
      ⟨_, div_mul_cancel₀ _ hrn.ne', rfl⟩
    -- the new residual is orthogonal to all directions used so far
    have g1 : ∀ i < n + 1, ⟪(cg A b i).p, (cg A b (n + 1)).r⟫_ℝ = 0 := by
      intro i hi
      rw [hr n, inner_sub_right, real_inner_smul_right]
      obtain hi | hi : i < n ∨ i = n := by omega
      · rw [h1 i hi, ← hA.symm, h2 i hi, mul_zero, sub_zero]
      · rw [hi]
        linarith [real_inner_comm (cg A b n).p (cg A b n).r]
    -- hence also to all earlier residuals
    have g2 : ∀ i < n + 1, ⟪(cg A b i).r, (cg A b (n + 1)).r⟫_ℝ = 0 := by
      intro i hi
      cases i with
      | zero => exact g1 0 hi
      | succ m =>
        have e := g1 (m + 1) hi
        have hpm : (cg A b (m + 1)).p = (cg A b (m + 1)).r +
          (⟪(cg A b (m + 1)).r, (cg A b (m + 1)).r⟫_ℝ /
            ⟪(cg A b m).r, (cg A b m).r⟫_ℝ) • (cg A b m).p := rfl
        rw [hpm, inner_add_left, real_inner_smul_left, g1 m (by omega), mul_zero,
          add_zero] at e
        exact e
    have g5 : ∀ i, ⟪A (cg A b i).p, (cg A b (n + 1)).r⟫_ℝ * stepLength A (cg A b i) =
        ⟪(cg A b i).r, (cg A b (n + 1)).r⟫_ℝ -
          ⟪(cg A b (i + 1)).r, (cg A b (n + 1)).r⟫_ℝ := by
      intro i
      rw [hr i, inner_sub_left, real_inner_smul_left]
      ring
    refine ⟨g1, ?_, ?_, ?_⟩
    · rw [hp, inner_add_right, real_inner_smul_right, real_inner_comm (cg A b n).p,
        g1 n (by omega), mul_zero, add_zero]
    · intro i hi
      obtain hi | hi : i < n ∨ i = n := by omega
      · exact h4 i hi
      · rw [hi]; exact ha
    · intro i hi
      rw [hp, inner_add_right, real_inner_smul_right]
      have e := g5 i
      obtain hi | hi : i < n ∨ i = n := by omega
      · rw [g2 i (by omega), g2 (i + 1) (by omega), sub_zero] at e
        rw [(mul_eq_zero.mp e).resolve_right (h4 i hi).ne', h2 i hi, mul_zero, add_zero]
      · rw [hi] at e ⊢
        rw [g2 n (by omega)] at e
        rw [hA.symm (cg A b n).p (cg A b n).p]
        apply mul_left_cancel₀ ha.ne'
        linear_combination e + β * had + hβ
```

A Lean theorem lists its hypotheses, then its statement after the colon, then its proof after `:=`. Here `h` says that r_j ≠ 0 for every j < n; r_n itself may vanish. The three conclusions are ⟨p_i, r_n⟩ = 0 for i < n, ⟨r_n, p_n⟩ = ⟨r_n, r_n⟩, and α_i > 0 for i < n.

The proof is an induction that carries a fourth property, conjugacy: ⟨A p_i, p_n⟩ = 0 for i < n. At n = 0 everything is immediate, because p_0 = r_0. Suppose that all four hold at n and that r_n ≠ 0. Then ⟨r_n, p_n⟩ = ‖r_n‖² > 0, so p_n ≠ 0, hence ⟨p_n, A p_n⟩ > 0 and α_n > 0.

The step labelled `g1` treats the new residual. For i < n,

⟨p_i, r_(n+1)⟩ = ⟨p_i, r_n⟩ − α_n ⟨A p_i, p_n⟩ = 0,

and for i = n,

⟨p_n, r_(n+1)⟩ = ‖r_n‖² − α_n ⟨p_n, A p_n⟩ = 0.

Each earlier residual is a combination of directions, r_0 = p_0 and r_(m+1) = p_(m+1) − β_m p_m, so `g2` concludes that ⟨r_i, r_(n+1)⟩ = 0 for i ≤ n. The second conclusion also follows:

⟨r_(n+1), p_(n+1)⟩ = ‖r_(n+1)‖² + β_n ⟨r_(n+1), p_n⟩ = ‖r_(n+1)‖².

Conjugacy remains. Since α_i A p_i = r_i − r_(i+1), `g5` states

α_i ⟨A p_i, r_(n+1)⟩ = ⟨r_i, r_(n+1)⟩ − ⟨r_(i+1), r_(n+1)⟩.

For i < n the right-hand side is zero. As α_i > 0 and ⟨A p_i, p_n⟩ = 0, this gives ⟨A p_i, p_(n+1)⟩ = 0. For i = n,

α_n ⟨A p_n, p_(n+1)⟩ = −‖r_(n+1)‖² + β_n α_n ⟨A p_n, p_n⟩
= −‖r_(n+1)‖² + β_n ‖r_n‖² = 0,

and dividing by α_n finishes the induction. The closing `linear_combination` checks this last calculation.

## Positive overlaps

```lean
/-- If `A` is symmetric positive definite and the residuals before step `k` are nonzero, any two
search directions before step `k` have positive overlap. -/
theorem directions_inner_pos (hA : IsSPD A) {k : ℕ} (h : ∀ j < k, (cg A b j).r ≠ 0)
    {i j : ℕ} (hi : i < k) (hj : j < k) : 0 < ⟪(cg A b i).p, (cg A b j).p⟫_ℝ := by
  have hrr : ∀ m < k, 0 < ⟪(cg A b m).r, (cg A b m).r⟫_ℝ := fun m hm => by
    rw [real_inner_self_eq_norm_sq]
    exact pow_pos (norm_pos_iff.mpr (h m hm)) 2
  have key : ∀ i d, i + d < k → 0 < ⟪(cg A b i).p, (cg A b (i + d)).p⟫_ℝ := by
    intro i d
    induction d with
    | zero =>
      intro hk
      have h3 := (residual_directions hA (n := i) (fun j hj => h j (by omega))).2.1
      have hp : (cg A b i).p ≠ 0 := by
        intro h0
        rw [h0, inner_zero_right] at h3
        linarith [hrr i hk]
      rw [add_zero, real_inner_self_eq_norm_sq]
      exact pow_pos (norm_pos_iff.mpr hp) 2
    | succ d ih =>
      intro hk
      -- only the momentum term contributes to the overlap
      have ho := (residual_directions hA (n := i + d + 1)
        (fun j hj => h j (by omega))).1 i (by omega)
      have hp : (cg A b (i + d + 1)).p = (cg A b (i + d + 1)).r +
        (⟪(cg A b (i + d + 1)).r, (cg A b (i + d + 1)).r⟫_ℝ /
          ⟪(cg A b (i + d)).r, (cg A b (i + d)).r⟫_ℝ) • (cg A b (i + d)).p := rfl
      rw [← add_assoc, hp, inner_add_right, real_inner_smul_right, ho, zero_add]
      exact mul_pos (div_pos (hrr _ (by omega)) (hrr _ (by omega))) (ih (by omega))
  rcases le_total i j with hij | hij
  · obtain ⟨d, rfl⟩ := Nat.exists_eq_add_of_le hij
    exact key i d hj
  · obtain ⟨d, rfl⟩ := Nat.exists_eq_add_of_le hij
    rw [real_inner_comm]
    exact key j d hi
```

If r_0, …, r_(k−1) are nonzero, then ⟨p_i, p_j⟩ > 0 for all i, j < k. The proof fixes i and increases the separation d. At d = 0 the overlap is ‖p_i‖², which is positive because ⟨r_i, p_i⟩ = ‖r_i‖² > 0 forces p_i ≠ 0. For the next separation, the residual r_(i+d+1) is orthogonal to p_i, so

⟨p_i, p_(i+d+1)⟩ = β_(i+d) ⟨p_i, p_(i+d)⟩ > 0.

The factor β_(i+d) is positive because both residuals in it are nonzero. Symmetry of the inner product covers i > j.

```lean
/-- If `A` is symmetric positive definite and the residuals before step `k` are nonzero, every
iterate up to `k` has nonnegative overlap with every search direction before `k`. -/
theorem iterate_inner_nonneg (hA : IsSPD A) {k : ℕ} (h : ∀ j < k, (cg A b j).r ≠ 0)
    {m j : ℕ} (hm : m ≤ k) (hj : j < k) : 0 ≤ ⟪(cg A b m).x, (cg A b j).p⟫_ℝ := by
  induction m with
  | zero => exact (inner_zero_left (𝕜 := ℝ) (cg A b j).p).ge
  | succ m ih =>
    have hx : (cg A b (m + 1)).x =
      (cg A b m).x + stepLength A (cg A b m) • (cg A b m).p := rfl
    rw [hx, inner_add_left, real_inner_smul_left]
    exact add_nonneg (ih (by omega)) (mul_pos ((residual_directions hA h).2.2 m (by omega))
      (directions_inner_pos hA h (by omega) hj)).le
```

Unrolling the update gives

x_m = α_0 p_0 + … + α_(m−1) p_(m−1),

with an empty sum for m = 0. All coefficients and overlaps are positive, so ⟨x_m, p_j⟩ ≥ 0 for m ≤ k and j < k. Lean adds one term at a time by induction on m. Equality occurs at m = 0.

## Growth along each step and from iterate to iterate

```lean
/-- If `A` is symmetric positive definite and the residuals before step `k` are nonzero, moving
forward from an iterate before step `k` along its search direction strictly increases the norm. -/
theorem norm_strictMonoOn_ray (hA : IsSPD A) {k : ℕ} (h : ∀ j < k, (cg A b j).r ≠ 0)
    {j : ℕ} (hj : j < k) :
    StrictMonoOn (fun t : ℝ => ‖(cg A b j).x + t • (cg A b j).p‖) (Set.Ici 0) := by
  intro s hs t _ hst
  have hs0 : 0 ≤ s := hs
  have hx := iterate_inner_nonneg hA h hj.le hj
  have hp := directions_inner_pos hA h hj hj
  rw [real_inner_self_eq_norm_sq] at hp
  have hq : ∀ u : ℝ, ‖(cg A b j).x + u • (cg A b j).p‖ ^ 2 = ‖(cg A b j).x‖ ^ 2 +
      2 * (u * ⟪(cg A b j).x, (cg A b j).p⟫_ℝ) + u ^ 2 * ‖(cg A b j).p‖ ^ 2 := by
    intro u
    rw [norm_add_sq_real, real_inner_smul_right, norm_smul, mul_pow, Real.norm_eq_abs, sq_abs]
  refine lt_of_pow_lt_pow_left₀ 2 (norm_nonneg _) ?_
  rw [hq s, hq t]
  have h1 := mul_nonneg (sub_pos.mpr hst).le hx
  have h2 := mul_pos (mul_pos (sub_pos.mpr hst) (by linarith : 0 < t + s)) hp
  nlinarith [h1, h2]
```

`StrictMonoOn … (Set.Ici 0)` says that the function t ↦ ‖x_j + t p_j‖ is strictly increasing on t ≥ 0. Expanding the square gives

‖x_j + t p_j‖² = ‖x_j‖² + 2t ⟨x_j, p_j⟩ + t² ‖p_j‖².

For 0 ≤ s < t, the value at t minus the value at s is

2(t − s)⟨x_j, p_j⟩ + (t − s)(t + s)‖p_j‖² > 0,

because the first term is nonnegative and the second is positive. In the code, `hq` is the expansion, `h1` and `h2` are the two signs, and `nlinarith` combines them. Norms are nonnegative, so the inequality between squares passes to the norms.

```lean
/-- Steihaug monotonicity for symmetric positive definite `A`: if the residuals before step `k` are
nonzero, the search directions before step `k` have positive mutual overlaps and the norms of the
iterates up to `k` strictly increase. -/
theorem steihaug_monotonicity (hA : IsSPD A) {k : ℕ} (h : ∀ j < k, (cg A b j).r ≠ 0) :
    (∀ i < k, ∀ j < k, 0 < ⟪(cg A b i).p, (cg A b j).p⟫_ℝ) ∧
    (∀ i j, i < j → j ≤ k → ‖(cg A b i).x‖ < ‖(cg A b j).x‖) := by
  refine ⟨fun i hi j hj => directions_inner_pos hA h hi hj, ?_⟩
  have step : ∀ j < k, ‖(cg A b j).x‖ < ‖(cg A b (j + 1)).x‖ := by
    intro j hj
    have ha := (residual_directions hA h).2.2 j hj
    have e : ‖(cg A b j).x + (0 : ℝ) • (cg A b j).p‖ <
        ‖(cg A b j).x + stepLength A (cg A b j) • (cg A b j).p‖ :=
      norm_strictMonoOn_ray hA h hj (Set.mem_Ici.mpr le_rfl) (Set.mem_Ici.mpr ha.le) ha
    rw [zero_smul, add_zero] at e
    exact e
  intro i j hij
  induction j with
  | zero => omega
  | succ j ih =>
    intro hk
    obtain hlt | heq : i < j ∨ i = j := by omega
    · exact (ih hlt (by omega)).trans (step j (by omega))
    · rw [heq]; exact step j (by omega)
```

This is the main theorem. Its first part repeats the positive overlaps; its second says that ‖x_i‖ < ‖x_j‖ whenever i < j ≤ k. The last iterate x_k is included, even if r_k = 0 and the iteration has converged. For k = 0 there is nothing to compare.

For a single step, the proof evaluates the preceding result at t = 0 and t = α_j > 0, which gives ‖x_j‖ < ‖x_(j+1)‖. Induction on j chains these inequalities.

Without positive definiteness the growth can fail. Take the symmetric matrix A = diag(1, −2) and b = (2, 1). Then α_0 = 5/2, r_1 = (−3, 6) and p_1 = (15, 15), so both residuals are nonzero and ⟨p_0, p_1⟩ = 45 is still positive. But ⟨p_1, A p_1⟩ = −225 makes α_1 = −1/5, and the second step goes backwards:

x_1 = (5, 5/2), x_2 = (2, −1/2).

The squared norm drops from 31.25 to 4.25.

## Crossing the trust radius once

```lean
/-- Trust-region truncation for symmetric positive definite `A` and nonzero residuals before step
`k`: if a step before step `k` starts inside radius `Δ` and ends on or outside it, the step meets
the boundary exactly once, and no later iterate up to `k` lies inside. -/
theorem trust_region_truncation (hA : IsSPD A) {k : ℕ} (h : ∀ j < k, (cg A b j).r ≠ 0)
    {j : ℕ} (hj : j < k) {Δ : ℝ} (hin : ‖(cg A b j).x‖ < Δ)
    (hout : Δ ≤ ‖(cg A b (j + 1)).x‖) :
    (∃! t : ℝ, (0 < t ∧ t ≤ stepLength A (cg A b j)) ∧
      ‖(cg A b j).x + t • (cg A b j).p‖ = Δ) ∧
    (∀ m, j < m → m ≤ k → Δ ≤ ‖(cg A b m).x‖) := by
  have ha := (residual_directions hA h).2.2 j hj
  constructor
  · have hc : ContinuousOn (fun t : ℝ => ‖(cg A b j).x + t • (cg A b j).p‖)
        (Set.Icc 0 (stepLength A (cg A b j))) := by fun_prop
    -- existence by continuity, uniqueness by strict growth along the ray
    obtain ⟨t, ht, ht'⟩ := intermediate_value_Icc ha.le hc
      (show Δ ∈ Set.Icc _ _ from ⟨by simpa using hin.le, hout⟩)
    have ht0 : t ≠ 0 := by
      rintro rfl
      simp only [zero_smul, add_zero] at ht'
      linarith
    refine ⟨t, ⟨⟨lt_of_le_of_ne ht.1 ht0.symm, ht.2⟩, ht'⟩, ?_⟩
    rintro s ⟨⟨hs, _⟩, hs'⟩
    exact (norm_strictMonoOn_ray hA h hj).injOn (Set.mem_Ici.mpr hs.le)
      (Set.mem_Ici.mpr ht.1) (hs'.trans ht'.symm)
  · intro m hm hk
    obtain hlt | heq : j + 1 < m ∨ m = j + 1 := by omega
    · exact hout.trans ((steihaug_monotonicity hA h).2 _ _ hlt hk).le
    · rw [heq]; exact hout

end

end SteihaugMonotonicity
```

Let Δ be the trust radius, and suppose that ‖x_j‖ < Δ ≤ ‖x_(j+1)‖ for some j < k. The symbol `∃!` means "there is exactly one": exactly one t with 0 < t ≤ α_j satisfies

‖x_j + t p_j‖ = Δ.

The norm varies continuously from ‖x_j‖ at t = 0 to ‖x_(j+1)‖ at t = α_j, so the intermediate value theorem supplies a solution. It is not t = 0, since ‖x_j‖ < Δ, and strict growth along the ray excludes a second one.

The other conclusion is ‖x_m‖ ≥ Δ for j < m ≤ k. For m = j + 1 this is the assumption, and later norms are larger still. An algorithm that stops at the crossing therefore misses no later iterate, up to k, in the interior of the trust region.

The theorem locates the truncated point but does not compare its energy with the minimum over the whole ball. Steihaug's trust-region method also has a rule for directions of negative curvature, which positive definiteness excludes here. His setting is more general in two ways that are not formalised here: the norms grow as long as the curvature is positive along the directions used, and a preconditioner is allowed, with the norm changed to match.

```lean
#print axioms SteihaugMonotonicity.norm_strictMonoOn_ray
#print axioms SteihaugMonotonicity.trust_region_truncation
```

```
'SteihaugMonotonicity.norm_strictMonoOn_ray' depends on axioms: [propext, Classical.choice, Quot.sound]
'SteihaugMonotonicity.trust_region_truncation' depends on axioms: [propext, Classical.choice, Quot.sound]
```
